# The square of a finite-sum retarded Green's function with positive broadenings integrates to zero

The retarded Green's function G(x) of a molecule describes, at frequency x, how an added electron or hole propagates. Its imaginary and real parts have different shapes: one broadened level of positive weight gives a negative peak in the first and a sign change in the second. How is the total weight ∫|G|² dx divided between them?

If G is a finite sum over levels, each with a positive broadening, the division is equal. The reason is that ∫G² dx = 0, where G² is the square itself and not the squared modulus.

```lean
import Mathlib

open MeasureTheory Filter Topology

namespace RetardedSquareIntegral

noncomputable section
```

## Levels with finite lifetimes

With ħ = 1, a level at energy e with broadening η contributes

P(x; e, η) = 1/(x + iη − e).

For η > 0 this belongs to an amplitude that starts at time zero and decays as exp(−ηt). The broadening is postulated here; it stands for decay into surroundings that are left out of the model, or for a chosen resolution.

```lean
/-- The propagator `1 / (x + iη - e)` of one level at energy `e` with broadening `η`, retarded for
`η > 0` and defined for `η ≠ 0` or `x ≠ e`. -/
def pole (e η x : ℝ) : ℂ := 1 / ((x : ℂ) + η * Complex.I - e)
```

In Lean, `pole` is this whole function of frequency, not the position of its singularity, which is e − iη in the lower half plane. The letter `e` is an energy, not a charge.

The Green's function is a weighted sum of such terms,

G(x) = ∑ₖ aₖ/(x + iηₖ − eₖ).

```lean
/-- The Green's function in Lehmann form, `G(x) = ∑ a_k / (x + iη_k - e_k)`, defined at `x` if
every level has `η_k ≠ 0` or `x ≠ e_k`. -/
def green {ι : Type*} [Fintype ι] (a : ι → ℂ) (e η : ι → ℝ) (x : ℝ) : ℂ :=
  ∑ k, a k * pole (e k) (η k) x
```

The finite type `ι` labels the levels. The weights `a` are complex, so off-diagonal matrix elements are allowed, and each level has its own width. In the exact Lehmann representation, which follows from the Hamiltonian, η is the same infinitesimal in every term; the finite widths used here, which may differ from level to level, are an assumption.

## Denominators in the upper half plane

The imaginary part of x + iη − e is η. If η > 0, the denominator is therefore never zero at real x.

```lean
/-- For positive broadening the energy denominator does not vanish at any real frequency. -/
theorem denom_ne_zero {η : ℝ} (hη : 0 < η) (e x : ℝ) :
    (x : ℂ) + η * Complex.I - e ≠ 0 := by
  intro h
  have h' := congrArg Complex.im h
  simp at h'
  linarith
```

Let u and v be complex numbers with positive imaginary parts, and let q = u/v. If q were real and q ≤ 0, then

Im u = q · Im v ≤ 0,

a contradiction. So q avoids the negative real axis and zero, where the principal logarithm has its cut.

```lean
/-- The ratio of two complex numbers in the upper half plane stays off the branch cut of the
logarithm. -/
theorem div_mem_slitPlane {u v : ℂ} (hu : 0 < u.im) (hv : 0 < v.im) :
    u / v ∈ Complex.slitPlane := by
  have hv0 : v ≠ 0 := by
    rintro rfl
    simp at hv
  have hq : u / v * v = u := div_mul_cancel₀ u hv0
  generalize u / v = q at hq ⊢
  rw [Complex.mem_slitPlane_iff]
  by_contra h
  obtain ⟨h1, h2⟩ := not_or.mp h
  rw [← hq, Complex.mul_im, not_not.mp h2, zero_mul, add_zero] at hu
  nlinarith [not_lt.mp h1]
```

`Complex.slitPlane` is the plane without that cut.

## The Lorentzian and its tails

The squared modulus of one term is a Lorentzian. With y = (x − e)/η,

∫|P|² dx = ∫ dx/((x − e)² + η²) = (1/η) ∫ dy/(1 + y²) = π/η.

```lean
/-- For `η > 0` the squared modulus of a one-level propagator is integrable over all
frequencies, with integral `π / η`. -/
theorem integral_norm_pole_sq {η : ℝ} (hη : 0 < η) (e : ℝ) :
    Integrable (fun x => ‖pole e η x‖ ^ 2) ∧ ∫ x, ‖pole e η x‖ ^ 2 = Real.pi / η := by
  -- the squared modulus is a rescaled and shifted Lorentzian
  have hL : ∀ x, ‖pole e η x‖ ^ 2 = (η ^ 2)⁻¹ * (1 + ((x - e) / η) ^ 2)⁻¹ := by
    intro x
    have hn : ‖(x : ℂ) + η * Complex.I - e‖ ^ 2 = (x - e) ^ 2 + η ^ 2 := by
      rw [Complex.sq_norm, Complex.normSq_apply]
      simp
      ring
    have h : η * ((x - e) / η) = x - e := mul_div_cancel₀ (x - e) hη.ne'
    rw [pole, norm_div, norm_one, div_pow, hn, one_pow, ← mul_inv, one_div]
    congr 1
    generalize (x - e) / η = q at h ⊢
    linear_combination (-(η * q + (x - e))) * h
  simp_rw [hL]
  refine ⟨((integrable_inv_one_add_sq.comp_div hη.ne').comp_sub_right e).const_mul _, ?_⟩
  have h1 : ∫ x : ℝ, (1 + ((x - e) / η) ^ 2)⁻¹ = ∫ x : ℝ, (1 + (x / η) ^ 2)⁻¹ :=
    integral_sub_right_eq_self (fun x : ℝ => (1 + (x / η) ^ 2)⁻¹) e
  have h2 : ∫ x : ℝ, (1 + (x / η) ^ 2)⁻¹ = |η| • ∫ x : ℝ, (1 + x ^ 2)⁻¹ :=
    Measure.integral_comp_div (fun x : ℝ => (1 + x ^ 2)⁻¹) η
  rw [integral_const_mul, h1, h2, integral_univ_inv_one_add_sq, abs_of_pos hη, smul_eq_mul]
  field_simp
```

The theorem states integrability together with the value. In its proof, `hL` is the rescaled Lorentzian, and `h1` and `h2` carry out the shift and the scaling.

The modulus of the denominator is at least |x − e|, so

|P(x; e, η)| ≤ 1/|x − e| → 0 as x → ±∞.

```lean
/-- A one-level propagator vanishes in any limit in which the distance of the frequency from
the level grows without bound. -/
theorem tendsto_pole {e η : ℝ} {l : Filter ℝ}
    (hl : Tendsto (fun x : ℝ => |x + -e|) l atTop) : Tendsto (pole e η) l (𝓝 0) := by
  rw [tendsto_zero_iff_norm_tendsto_zero]
  have h : Tendsto (fun x : ℝ => ‖(x : ℂ) + η * Complex.I - e‖) l atTop := by
    refine tendsto_atTop_mono (fun x => ?_) hl
    have h' := Complex.abs_re_le_norm ((x : ℂ) + η * Complex.I - e)
    simpa [sub_eq_add_neg] using h'
  refine h.inv_tendsto_atTop.congr fun x => ?_
  simp [pole]
```

The filter `l` lets one lemma serve both ends of the frequency axis.

## Two retarded terms integrate to zero

Take two terms with denominators u = x + iη − e and v = x + iη′ − e′, where η and η′ are positive. Their product is integrable, because

|1/(uv)| ≤ 1/|u|² + 1/|v|².

The difference of the denominators does not depend on x:

c = v − u = (e − iη) − (e′ − iη′).

If c ≠ 0, then

d/dx log(u/v) = 1/u − 1/v = c/(uv).

The logarithm is smooth along the whole line, since u/v never meets the cut. At both ends u/v = 1 − c/v → 1, so the logarithm tends to 0. Hence c ∫dx/(uv) = 0, and division by c gives zero.

If c = 0, then u = v, and

∫dx/u² = [−1/u] = 0, taken from −∞ to +∞.

```lean
/-- The product of two one-level retarded propagators with positive broadenings is integrable,
and its integral over all frequencies is zero. -/
theorem integral_pole_mul {η η' : ℝ} (hη : 0 < η) (hη' : 0 < η') (e e' : ℝ) :
    Integrable (fun x => pole e η x * pole e' η' x) ∧
      ∫ x, pole e η x * pole e' η' x = 0 := by
  have hcont : ∀ {s : ℝ}, 0 < s → ∀ d : ℝ, Continuous (pole d s) := fun hs d =>
    continuous_const.div
      ((Complex.continuous_ofReal.add continuous_const).sub continuous_const)
      (denom_ne_zero hs d)
  have hint : Integrable (fun x => pole e η x * pole e' η' x) := by
    refine ((integral_norm_pole_sq hη e).1.add (integral_norm_pole_sq hη' e').1).mono'
      ((hcont hη e).mul (hcont hη' e')).aestronglyMeasurable (ae_of_all _ fun x => ?_)
    show ‖pole e η x * pole e' η' x‖ ≤ ‖pole e η x‖ ^ 2 + ‖pole e' η' x‖ ^ 2
    rw [norm_mul]
    nlinarith [sq_nonneg (‖pole e η x‖ - ‖pole e' η' x‖), sq_nonneg ‖pole e η x‖,
      sq_nonneg ‖pole e' η' x‖]
  refine ⟨hint, ?_⟩
  have hd : ∀ d s x : ℝ, HasDerivAt (fun y : ℝ => (y : ℂ) + s * Complex.I - d) 1 x :=
    fun d s x => (((hasDerivAt_id x).ofReal_comp.add_const ((s : ℂ) * Complex.I)).sub_const
      (d : ℂ)).congr_deriv Complex.ofReal_one
  have htop : ∀ d : ℝ, Tendsto (fun x : ℝ => |x + -d|) atTop atTop := fun d =>
    tendsto_abs_atTop_atTop.comp (tendsto_atTop_add_const_right _ (-d) tendsto_id)
  have hbot : ∀ d : ℝ, Tendsto (fun x : ℝ => |x + -d|) atBot atTop := fun d =>
    tendsto_abs_atBot_atTop.comp (tendsto_atBot_add_const_right _ (-d) tendsto_id)
  -- `c` is the separation of the two complex poles
  obtain ⟨c, hc⟩ : ∃ c : ℂ, c = e - η * Complex.I - (e' - η' * Complex.I) := ⟨_, rfl⟩
  have hvu : ∀ x : ℝ, ((x : ℂ) + η' * Complex.I - e') - (x + η * Complex.I - e) = c := by
    intro x
    rw [hc]
    ring
  by_cases hc0 : c = 0
  · -- coinciding poles: the antiderivative is minus the propagator
    have hp : ∀ x, pole e' η' x = pole e η x := by
      intro x
      have h := hvu x
      rw [hc0] at h
      unfold pole
      rw [sub_eq_zero.mp h]
    simp_rw [hp] at hint ⊢
    have key : ∀ u : ℂ, -((0 * u - 1 * 1) / u ^ 2) = 1 / u * (1 / u) := by
      intro u
      ring
    have hder : ∀ x, HasDerivAt (fun y => -pole e η y) (pole e η x * pole e η x) x :=
      fun x => (((hasDerivAt_const x (1 : ℂ)).fun_div (hd e η x)
        (denom_ne_zero hη e x)).fun_neg).congr_deriv (key _)
    have h := integral_of_hasDerivAt_of_tendsto hder hint
      (tendsto_pole (hbot e)).neg (tendsto_pole (htop e)).neg
    rw [h, sub_self]
  · -- distinct poles: the antiderivative is the logarithm of the ratio of denominators
    have key : ∀ u v : ℂ, u ≠ 0 → v ≠ 0 →
        (1 * v - u * 1) / v ^ 2 / (u / v) = (v - u) * (1 / u * (1 / v)) := by
      intro u v hu hv
      field_simp
    have hder : ∀ x : ℝ, HasDerivAt (fun y : ℝ => Complex.log
        (((y : ℂ) + η * Complex.I - e) / ((y : ℂ) + η' * Complex.I - e')))
        (c * (pole e η x * pole e' η' x)) x := fun x =>
      (((hd e η x).fun_div (hd e' η' x) (denom_ne_zero hη' e' x)).clog_real
        (div_mem_slitPlane (by simpa using hη) (by simpa using hη'))).congr_deriv
        ((key _ _ (denom_ne_zero hη e x) (denom_ne_zero hη' e' x)).trans
          (by simp only [hvu, pole]))
    have lim : ∀ l : Filter ℝ, Tendsto (fun x : ℝ => |x + -e'|) l atTop →
        Tendsto (fun y : ℝ => Complex.log
          (((y : ℂ) + η * Complex.I - e) / ((y : ℂ) + η' * Complex.I - e'))) l (𝓝 0) := by
      intro l hl
      have h1 : Tendsto (fun x => 1 - c * pole e' η' x) l (𝓝 1) := by
        simpa using ((tendsto_pole (η := η') hl).const_mul c).const_sub 1
      have h2 := h1.clog Complex.one_mem_slitPlane
      rw [Complex.log_one] at h2
      refine h2.congr fun x => congrArg Complex.log ?_
      have hv : pole e' η' x * ((x : ℂ) + η' * Complex.I - e') = 1 :=
        one_div_mul_cancel (denom_ne_zero hη' e' x)
      rw [eq_div_iff (denom_ne_zero hη' e' x)]
      linear_combination (-c) * hv - hc
    have h : ∫ x, c * (pole e η x * pole e' η' x) = 0 - 0 :=
      integral_of_hasDerivAt_of_tendsto hder (hint.const_mul c)
        (lim _ (hbot e')) (lim _ (htop e'))
    rw [integral_const_mul, sub_zero] at h
    exact (mul_eq_zero.mp h).resolve_left hc0
```

The bound is the `mono'` step in `hint`, and `by_cases` separates coinciding from distinct singularities. In each case `hder` supplies the derivative, and `integral_of_hasDerivAt_of_tendsto` is the fundamental theorem of calculus on the whole line. The limit of the logarithm is `lim`.

## From pairs of levels to whole Green's functions

Let H(x) = ∑ₖ bₖ/(x + isₖ − dₖ) be a second retarded function, with levels dₖ and broadenings sₖ > 0. Expanding the product gives

∫GH dx = ∑ⱼ ∑ₖ aⱼ bₖ ∫P(x; eⱼ, ηⱼ) P(x; dₖ, sₖ) dx = 0.

```lean
variable {ι κ : Type*} [Fintype ι] [Fintype κ]

/-- The product of two retarded Green's functions with positive broadenings is integrable, and
its integral over all frequencies is zero. -/
theorem integral_green_mul (a : ι → ℂ) (e : ι → ℝ) {η : ι → ℝ} (hη : ∀ k, 0 < η k)
    (b : κ → ℂ) (d : κ → ℝ) {s : κ → ℝ} (hs : ∀ k, 0 < s k) :
    Integrable (fun x => green a e η x * green b d s x) ∧
      ∫ x, green a e η x * green b d s x = 0 := by
  have hexp : ∀ x, green a e η x * green b d s x =
      ∑ j, ∑ k, a j * b k * (pole (e j) (η j) x * pole (d k) (s k) x) := by
    intro x
    simp only [green, Finset.sum_mul_sum]
    exact Finset.sum_congr rfl fun j _ => Finset.sum_congr rfl fun k _ => by ring
  have hI : ∀ j k, Integrable
      (fun x => a j * b k * (pole (e j) (η j) x * pole (d k) (s k) x)) := fun j k =>
    (integral_pole_mul (hη j) (hs k) (e j) (d k)).1.const_mul _
  simp_rw [hexp]
  refine ⟨MeasureTheory.integrable_finsetSum _ fun j _ => MeasureTheory.integrable_finsetSum _ fun k _ => hI j k, ?_⟩
  rw [MeasureTheory.integral_finsetSum _ fun j _ => MeasureTheory.integrable_finsetSum _ fun k _ => hI j k]
  refine Finset.sum_eq_zero fun j _ => ?_
  rw [MeasureTheory.integral_finsetSum _ fun k _ => hI j k]
  refine Finset.sum_eq_zero fun k _ => ?_
  rw [integral_const_mul, (integral_pole_mul (hη j) (hs k) (e j) (d k)).2, mul_zero]
```

The two functions may have different numbers of levels, labelled by `ι` and `κ`. Here `hexp` is the expansion, and `hI` permits the exchange of sum and integral. Neither factor is conjugated: a single propagator P of unit weight times its own conjugate integrates to π/η, as found above.

Setting H = G gives

∫G² dx = 0.

```lean
/-- The square of a retarded Green's function with positive broadenings is integrable, and its
integral over all frequencies is zero. -/
theorem integral_green_sq (a : ι → ℂ) (e : ι → ℝ) {η : ι → ℝ} (hη : ∀ k, 0 < η k) :
    Integrable (fun x => green a e η x ^ 2) ∧ ∫ x, green a e η x ^ 2 = 0 := by
  simp_rw [sq]
  exact integral_green_mul a e hη a e hη
```

## Equal weight in the real and imaginary parts

The squares of the two parts can be written as

(Re G)² = (|G²| + Re G²)/2,
(Im G)² = (|G²| − Re G²)/2.

Both are integrable because G² is. Their difference is Re G², so

∫(Re G)² dx − ∫(Im G)² dx = Re ∫G² dx = 0.

```lean
/-- For positive broadenings the real and imaginary parts of the retarded Green's function are
square integrable, and their squares have equal integrals. -/
theorem integral_re_sq_eq_integral_im_sq (a : ι → ℂ) (e : ι → ℝ) {η : ι → ℝ}
    (hη : ∀ k, 0 < η k) :
    Integrable (fun x => (green a e η x).re ^ 2) ∧
      Integrable (fun x => (green a e η x).im ^ 2) ∧
      ∫ x, (green a e η x).re ^ 2 = ∫ x, (green a e η x).im ^ 2 := by
  obtain ⟨h, h0⟩ := integral_green_mul a e hη a e hη
  have hre : Integrable (fun x => (green a e η x * green a e η x).re) := h.re
  -- both squares are combinations of the modulus and the real part of `G²`
  have hR : ∀ w : ℂ, (‖w * w‖ + (w * w).re) / 2 = w.re ^ 2 := by
    intro w
    have hw := Complex.sq_norm w
    rw [Complex.normSq_apply] at hw
    rw [norm_mul, Complex.mul_re]
    linear_combination (1 / 2) * hw
  have hJ : ∀ w : ℂ, (‖w * w‖ - (w * w).re) / 2 = w.im ^ 2 := by
    intro w
    have hw := Complex.sq_norm w
    rw [Complex.normSq_apply] at hw
    rw [norm_mul, Complex.mul_re]
    linear_combination (1 / 2) * hw
  have h1 : Integrable (fun x => (green a e η x).re ^ 2) :=
    ((h.norm.add hre).div_const 2).congr (ae_of_all _ fun x => hR _)
  have h2 : Integrable (fun x => (green a e η x).im ^ 2) :=
    ((h.norm.sub hre).div_const 2).congr (ae_of_all _ fun x => hJ _)
  refine ⟨h1, h2, ?_⟩
  have h3 : ∫ x, (green a e η x * green a e η x).re =
      (∫ x, green a e η x * green a e η x).re := Complex.reCLM.integral_comp_comm h
  rw [← sub_eq_zero, ← integral_sub h1 h2]
  calc ∫ x, ((green a e η x).re ^ 2 - (green a e η x).im ^ 2)
      = ∫ x, (green a e η x * green a e η x).re :=
        integral_congr_ae (ae_of_all _ fun x => by simp only [Complex.mul_re]; ring)
    _ = 0 := by rw [h3, h0, Complex.zero_re]
```

The identities `hR` and `hJ` are the two formulas above, and `h3` takes the real part outside the integral. The Kramers-Kronig relations say more: they give one part of G at each frequency as an integral over the other part at all frequencies. The theorem compares only the integrated squares.

Adding the two equal integrals gives

∫|G|² dx = 2 ∫(Im G)² dx.

```lean
/-- For positive broadenings the integral of `|G|²` over all frequencies is twice the integral
of `(Im G)²`. -/
theorem integral_norm_green_sq (a : ι → ℂ) (e : ι → ℝ) {η : ι → ℝ} (hη : ∀ k, 0 < η k) :
    ∫ x, ‖green a e η x‖ ^ 2 = 2 * ∫ x, (green a e η x).im ^ 2 := by
  obtain ⟨h1, h2, h3⟩ := integral_re_sq_eq_integral_im_sq a e hη
  have h : ∀ x, ‖green a e η x‖ ^ 2 = (green a e η x).re ^ 2 + (green a e η x).im ^ 2 := by
    intro x
    rw [Complex.sq_norm, Complex.normSq_apply]
    ring
  simp_rw [h]
  rw [integral_add h1 h2, h3]
  ring
```

For a single level of unit weight the left side is π/η, and therefore

∫(Im P)² dx = π/(2η).

```lean
/-- For a single level with broadening `η > 0` the integral of the squared imaginary part of
the propagator is `π / (2η)`. -/
theorem integral_im_pole_sq {η : ℝ} (hη : 0 < η) (e : ℝ) :
    ∫ x, (pole e η x).im ^ 2 = Real.pi / (2 * η) := by
  have h := integral_norm_green_sq (ι := Unit) (fun _ => 1) (fun _ => e) (η := fun _ => η)
    (fun _ => hη)
  simp only [green, Finset.univ_unique, Finset.sum_singleton, one_mul] at h
  rw [(integral_norm_pole_sq hη e).2] at h
  have h2 : Real.pi / (2 * η) = Real.pi / η / 2 := by ring
  linarith

end

end RetardedSquareIntegral
```

```lean
#print axioms RetardedSquareIntegral.integral_green_sq
-- 'RetardedSquareIntegral.integral_green_sq' depends on axioms: [propext, Classical.choice, Quot.sound]
#print axioms RetardedSquareIntegral.integral_im_pole_sq
-- 'RetardedSquareIntegral.integral_im_pole_sq' depends on axioms: [propext, Classical.choice, Quot.sound]
```

This value is positive and grows without bound as η → 0, so the identity concerns broadened levels and not the sharp limit. The theorems do not cover an extended system, where the sum becomes a continuum, or a broadening that depends on frequency.

## Fitting a broadened spectrum with fewer levels

In electronic structure, the identity applies to broadened spectra of finite-basis models, such as a cluster diagonalised exactly and given a positive η. Suppose that its Green's function G is to be replaced by a function H of the same form, with fewer levels and positive broadenings, chosen by least squares on the real axis. The difference G − H is again a finite sum of the same kind, with the weights of H entering negatively, so

∫|G − H|² dx = 2 ∫(Im G − Im H)² dx.

A fit to the imaginary part over the whole axis thus minimises the same quantity, up to the factor 2, as a fit to the complex function.

A finite frequency window can change this balance. For one level of unit weight at zero energy with η = 0.1 eV, each part has integrated square π/(2η) ≈ 15.7 eV⁻¹. A window from −10 to 10 eV omits about 0.2 eV⁻¹ of the real part's share, since (Re P)² falls off as 1/x². The loss from the imaginary part is far smaller, because (Im P)² falls off as 1/x⁴.
